# Orthonormal orbitals leave the density matrix fixed to first order exactly when they rotate among themselves

Let the columns of an $n\times k$ matrix $C$ be occupied orbitals with $C^\dagger C=1$, and let $V$ be a first-order change of these orbitals. The density matrix $P=CC^\dagger$ is unchanged to first order, $VC^\dagger+CV^\dagger=0$, if and only if $V=CA$ for some $k\times k$ matrix $A$ with $A^\dagger=-A$. For real orbitals the dagger is a transpose and $A$ is antisymmetric.

When the columns of $C$ are the occupied spin orbitals of a single determinant, expanded in a finite orthonormal basis, the Hartree–Fock energy depends on them only through $P$, so these occupied-occupied rotations are redundant directions in the orbital optimisation.

## Orbitals, density and first-order change

```lean
import Mathlib

open Matrix

namespace VerticalOrbitalDirections

noncomputable section

variable {𝕜 : Type*} [RCLike 𝕜] {n k : Type*} [Fintype n] [Fintype k] [DecidableEq k]
```

The symbol `𝕜` stands for the field of scalars, and `RCLike 𝕜` allows it to be $\mathbb R$ or $\mathbb C$, so both cases are treated together. In Lean, `n` and `k` are finite sets of labels rather than numbers: `n` labels the basis functions and `k` the occupied orbitals. A `Matrix n k 𝕜` has one row for each basis function and one column for each orbital.

```lean
/-- The one-particle density matrix `C Cᴴ` of the occupied orbitals in the columns of `C`. -/
def density (C : Matrix n k 𝕜) : Matrix n n 𝕜 := C * Cᴴ
```

This defines $P=CC^\dagger$, where Lean writes `ᴴ` for the conjugate transpose. In components,

$$P_{ij}=\sum_a C_{ia}\overline{C_{ja}} .$$

Each orbital has occupation one, so fractional occupations are not covered. The basis is taken to be orthonormal: with an overlap matrix $S$, the orbital condition would be $C^\dagger SC=1$ instead of $C^\dagger C=1$.

```lean
/-- The first-order change `V Cᴴ + C Vᴴ` of the density under the orbital change `V`. -/
def densityVariation (C V : Matrix n k 𝕜) : Matrix n n 𝕜 := V * Cᴴ + C * Vᴴ
```

This is the first-order change of the density,

$$\delta P(V)=VC^\dagger+CV^\dagger .$$

It is what remains of $(C+\varepsilon V)(C+\varepsilon V)^\dagger-CC^\dagger$ at first order in a small real $\varepsilon$. At this point it is only a definition; its link to an actual derivative is proved below.

```lean
/-- The matrix `V - C (Cᴴ V)`. For orthonormal orbitals `C` it is the part of the orbital change `V`
that remains after projecting out the occupied space. -/
def virtualPart (C V : Matrix n k 𝕜) : Matrix n k 𝕜 := V - C * (Cᴴ * V)
```

The virtual part of $V$ is $W=V-CC^\dagger V$. When $C^\dagger C=1$, the matrix $CC^\dagger$ projects onto the occupied space, and $W$ is the component of the orbital change that points out of that space.

## The derivative of the density along a path

```lean
omit [Fintype n] [DecidableEq k] in
/-- Along a path of orbitals with velocity `V`, each entry of the density matrix changes at the
rate given by the first-order density variation. -/
theorem density_hasDerivAt {γ : ℝ → Matrix n k 𝕜} {V : Matrix n k 𝕜} {t : ℝ}
    (h : ∀ i a, HasDerivAt (fun s => γ s i a) (V i a) t) (i j : n) :
    HasDerivAt (fun s => density (γ s) i j) (densityVariation (γ t) V i j) t := by
  -- the product rule, orbital by orbital
  have key : HasDerivAt (fun s => ∑ a, γ s i a * star (γ s j a))
      (∑ a, (V i a * star (γ t j a) + γ t i a * star (V j a))) t :=
    HasDerivAt.fun_sum fun a _ => (h i a).fun_mul (h j a).star
  simpa only [density, densityVariation, Matrix.add_apply, Matrix.mul_apply,
    Matrix.conjTranspose_apply, Finset.sum_add_distrib] using key
```

Here `γ` is a path of orbital matrices $\gamma(s)$ depending on a real parameter $s$. The expression `HasDerivAt f f' t` says that the function `f` is differentiable at `t` with derivative `f'`. The hypothesis `h` therefore says that every entry $\gamma_{ia}$ has derivative $V_{ia}$ at $t$, which makes $V$ the orbital velocity. The conclusion is that every entry of the density has the corresponding entry of $\delta P(V)$ as its derivative, with $C=\gamma(t)$.

By hand this is the product rule:

$$\frac{d}{ds}\sum_a\gamma_{ia}\overline{\gamma_{ja}}\Big|_{s=t}
=\sum_a\left(V_{ia}\overline{\gamma_{ja}(t)}+\gamma_{ia}(t)\overline{V_{ja}}\right).$$

The two sums on the right are the $ij$ entries of $V\gamma(t)^\dagger$ and $\gamma(t)V^\dagger$. In the Lean proof, `key` is this displayed equation: `fun_sum` differentiates term by term, `fun_mul` is the product rule, and `.star` differentiates the complex conjugate. The last step, `simpa`, translates the sums back into matrix products. Orthonormality plays no part here.

## Rotations within the occupied space

```lean
omit [Fintype n] [DecidableEq k] in
/-- Mixing the occupied orbitals among themselves by `A` changes the density to first order
only through the Hermitian combination `A + Aᴴ`. -/
theorem densityVariation_occupied (C : Matrix n k 𝕜) (A : Matrix k k 𝕜) :
    densityVariation C (C * A) = C * (A + Aᴴ) * Cᴴ := by
  simp only [densityVariation, Matrix.conjTranspose_mul, Matrix.mul_add, Matrix.add_mul,
    Matrix.mul_assoc]
```

If $V=CA$, the occupied orbitals are mixed with one another through the coefficients in $A$. Then

$$\delta P(CA)=CAC^\dagger+C(CA)^\dagger=CAC^\dagger+CA^\dagger C^\dagger=C(A+A^\dagger)C^\dagger .$$

Only the Hermitian combination $A+A^\dagger$ survives, so an anti-Hermitian $A$ gives no density change to first order. The Lean proof expands both sides with the rules for daggers, sums and products until they agree. This identity also holds for orbitals that are not orthonormal.

```lean
/-- For orthonormal orbitals, an orbital change leaves the density fixed to first order if and
only if it is an occupied-occupied rotation `C A` with anti-Hermitian `A`. -/
theorem densityVariation_eq_zero_iff {C : Matrix n k 𝕜} (hC : Cᴴ * C = 1)
    (V : Matrix n k 𝕜) :
    densityVariation C V = 0 ↔ ∃ A : Matrix k k 𝕜, Aᴴ = -A ∧ V = C * A := by
  constructor
  · intro h
    -- multiplying by `C` on the right isolates `V`
    have hV : V = C * (-(Vᴴ * C)) := by
      have h1 := congrArg (fun M => M * C) h
      simp only [densityVariation, Matrix.add_mul, Matrix.mul_assoc, hC, Matrix.mul_one,
        Matrix.zero_mul] at h1
      rw [Matrix.mul_neg]
      exact eq_neg_of_add_eq_zero_left h1
    -- projecting on the occupied space shows that the generator is anti-Hermitian
    have hA : Cᴴ * V = -(Vᴴ * C) := by
      calc Cᴴ * V = Cᴴ * (C * (-(Vᴴ * C))) := congrArg (fun M => Cᴴ * M) hV
        _ = -(Vᴴ * C) := by rw [← Matrix.mul_assoc, hC, Matrix.one_mul]
    refine ⟨-(Vᴴ * C), ?_, hV⟩
    rw [Matrix.conjTranspose_neg, Matrix.conjTranspose_mul,
      Matrix.conjTranspose_conjTranspose, hA]
  · rintro ⟨A, hA, rfl⟩
    rw [densityVariation_occupied, hA, add_neg_cancel, Matrix.mul_zero, Matrix.zero_mul]
```

This is the main theorem. The hypothesis `hC` is orthonormality, $C^\dagger C=1$. The symbol `↔` means "if and only if", and `∃ A` means "there is a matrix $A$". Nothing is assumed about $V$. In particular, one need not require $C^\dagger V$ to be anti-Hermitian beforehand, because either side of the equivalence implies it.

Suppose first that $\delta P(V)=0$. Multiply on the right by $C$ and use $C^\dagger C=1$:

$$0=VC^\dagger C+CV^\dagger C=V+CV^\dagger C .$$

Hence $V=CA$ with $A=-V^\dagger C$. It remains to show that $A$ is anti-Hermitian. Multiplying $V=CA$ on the left by $C^\dagger$ gives $C^\dagger V=A$, and therefore

$$A^\dagger=-(V^\dagger C)^\dagger=-C^\dagger V=-A .$$

Conversely, if $V=CA$ with $A^\dagger=-A$, the preceding identity gives $\delta P(V)=C(A-A)C^\dagger=0$.

The tactic `constructor` splits the equivalence into these two directions. In the first, `hV` is the formula $V=C(-V^\dagger C)$ and `hA` is $C^\dagger V=-V^\dagger C$. The line with `refine` supplies $-V^\dagger C$ as the required $A$, leaving its anti-Hermiticity to be checked. In the second direction, `rintro` takes the given $A$ and replaces $V$ by $CA$ throughout.

With a single orbital, $A$ is one number. Over $\mathbb C$ it is purely imaginary and describes a change of phase; over $\mathbb R$ it is zero, so only $V=0$ leaves the density fixed to first order.

```lean
/-- For real orthonormal orbitals, `V Cᵀ + C Vᵀ = 0` holds if and only if `V = C A` for an
antisymmetric `A`. -/
theorem real_vertical_iff {C : Matrix n k ℝ} (hC : Cᵀ * C = 1) (V : Matrix n k ℝ) :
    V * Cᵀ + C * Vᵀ = 0 ↔ ∃ A : Matrix k k ℝ, Aᵀ = -A ∧ V = C * A := by
  have hC' : Cᴴ * C = 1 := by
    rw [Matrix.conjTranspose_eq_transpose_of_trivial]
    exact hC
  simpa only [densityVariation, Matrix.conjTranspose_eq_transpose_of_trivial] using
    densityVariation_eq_zero_iff hC' V
```

This is the same result for real orbitals, written with the transpose `ᵀ`:

$$VC^T+CV^T=0\quad\Longleftrightarrow\quad V=CA,\quad A^T=-A .$$

Conjugation does nothing to a real number, so the conjugate transpose equals the transpose. The proof converts the orthonormality condition accordingly and then applies the main theorem. Such directions $V$ are called vertical: they move the orbitals while the associated density stands still to first order.

## A stationary density at one instant

```lean
/-- On a path of orbitals that are orthonormal at time `t`, the density is stationary at `t` if
and only if the orbital velocity is an occupied-occupied rotation. -/
theorem density_stationary_iff {γ : ℝ → Matrix n k 𝕜} {V : Matrix n k 𝕜} {t : ℝ}
    (hC : (γ t)ᴴ * γ t = 1) (h : ∀ i a, HasDerivAt (fun s => γ s i a) (V i a) t) :
    (∀ i j, HasDerivAt (fun s => density (γ s) i j) 0 t) ↔
      ∃ A : Matrix k k 𝕜, Aᴴ = -A ∧ V = γ t * A := by
  rw [← densityVariation_eq_zero_iff hC V]
  constructor
  · intro H
    ext i j
    exact (density_hasDerivAt h i j).unique (H i j)
  · intro H i j
    have h1 := density_hasDerivAt h i j
    rw [H] at h1
    exact h1
```

The algebraic condition now becomes a statement about motion. Let $\gamma$ be a path that has velocity $V$ at $t$ and orthonormal orbitals at that instant. All entries of $P$ have zero derivative at $t$ if and only if $V=\gamma(t)A$ with $A^\dagger=-A$. Orthonormality is required only at $t$, and the conclusion also concerns only that instant: the density may still change at second order.

By hand, the derivative of $P$ at $t$ is $\delta P(V)$, so it vanishes exactly when $\delta P(V)=0$, and the main theorem finishes the argument. The Lean proof first uses that theorem to replace the right-hand side by $\delta P(V)=0$. If the density is stationary, its entries have both zero and the entries of $\delta P(V)$ as derivatives; `unique` says that a function has only one derivative at a point, so the two agree. In the other direction, $\delta P(V)=0$ is substituted into the derivative formula.

## The virtual part sets the rate of change

```lean
omit [DecidableEq k] in
/-- For an orbital change that preserves orthonormality to first order, the density variation
is that of its virtual part alone. -/
theorem densityVariation_virtualPart {C V : Matrix n k 𝕜} (hV : Cᴴ * V + Vᴴ * C = 0) :
    densityVariation C (virtualPart C V) = densityVariation C V := by
  -- the occupied part contributes nothing
  have h := densityVariation_occupied C (Cᴴ * V)
  rw [Matrix.conjTranspose_mul, Matrix.conjTranspose_conjTranspose, hV, Matrix.mul_zero,
    Matrix.zero_mul] at h
  have hsub : densityVariation C (virtualPart C V) =
      densityVariation C V - densityVariation C (C * (Cᴴ * V)) := by
    simp only [densityVariation, virtualPart, Matrix.conjTranspose_sub, Matrix.sub_mul,
      Matrix.mul_sub]
    abel
  rw [hsub, h, sub_zero]
```

The hypothesis `hV` is

$$C^\dagger V+V^\dagger C=0 ,$$

the first-order condition for preserving $C^\dagger C$. Under it, $V$ and its virtual part $W$ produce the same density change.

To see this, write $V=W+C(C^\dagger V)$. The second term has the form $CA$ with $A=C^\dagger V$, so its contribution is

$$\delta P(CC^\dagger V)=C(C^\dagger V+V^\dagger C)C^\dagger=0 .$$

Since $\delta P$ is additive in $V$, it follows that $\delta P(W)=\delta P(V)$. In the proof, `h` records that the occupied contribution vanishes and `hsub` expresses the additivity, here as a difference.

```lean
/-- For orthonormal orbitals and a change preserving orthonormality to first order, the squared
size of the density variation is twice the squared size of the virtual part. -/
theorem trace_densityVariation_sq {C V : Matrix n k 𝕜} (hC : Cᴴ * C = 1)
    (hV : Cᴴ * V + Vᴴ * C = 0) :
    (densityVariation C V * densityVariation C V).trace =
      2 * ((virtualPart C V)ᴴ * virtualPart C V).trace := by
  rw [← densityVariation_virtualPart hV]
  -- the virtual part is orthogonal to the occupied orbitals
  have hW : Cᴴ * virtualPart C V = 0 := by
    rw [virtualPart, Matrix.mul_sub, ← Matrix.mul_assoc Cᴴ C, hC, Matrix.one_mul, sub_self]
  generalize virtualPart C V = W at hW ⊢
  have hW' : Wᴴ * C = 0 := by
    have h1 := congrArg Matrix.conjTranspose hW
    rwa [Matrix.conjTranspose_mul, Matrix.conjTranspose_conjTranspose,
      Matrix.conjTranspose_zero] at h1
  have hsq : densityVariation C W * densityVariation C W =
      W * Wᴴ + C * (Wᴴ * W) * Cᴴ := by
    calc densityVariation C W * densityVariation C W
        = W * (Cᴴ * W) * Cᴴ + W * (Cᴴ * C) * Wᴴ + C * (Wᴴ * W) * Cᴴ
          + C * (Wᴴ * C) * Wᴴ := by
          simp only [densityVariation, Matrix.add_mul, Matrix.mul_add, Matrix.mul_assoc]
          abel
      _ = W * Wᴴ + C * (Wᴴ * W) * Cᴴ := by
          rw [hW, hC, hW']
          simp only [Matrix.mul_zero, Matrix.zero_mul, Matrix.mul_one, zero_add, add_zero]
  rw [hsq, Matrix.trace_add, Matrix.trace_mul_comm W Wᴴ,
    Matrix.trace_mul_comm (C * (Wᴴ * W)) Cᴴ, ← Matrix.mul_assoc Cᴴ C, hC, Matrix.one_mul,
    two_mul]
```

With orthonormal orbitals as well, the size of the density change can be computed:

$$\operatorname{tr}\!\left(\delta P(V)^2\right)=2\operatorname{tr}(W^\dagger W)=2\sum_{i,a}|W_{ia}|^2 .$$

Because $\delta P$ is Hermitian, the left-hand side is the sum of the squared magnitudes of its entries. The formula thus gives the squared speed of the density in terms of the orbital motion out of the occupied space.

The derivation starts by replacing $V$ with $W$, which the previous result permits. Orthonormality gives

$$C^\dagger W=C^\dagger V-C^\dagger CC^\dagger V=0,$$

and taking the dagger gives $W^\dagger C=0$. Expanding the square,

$$\begin{aligned}
(WC^\dagger+CW^\dagger)^2
&=WC^\dagger WC^\dagger+WC^\dagger CW^\dagger+CW^\dagger WC^\dagger+CW^\dagger CW^\dagger\\
&=WW^\dagger+CW^\dagger WC^\dagger .
\end{aligned}$$

The first and last of the four terms vanish, and $C^\dagger C=1$ simplifies the second. A trace is unchanged when its factors are permuted cyclically, so

$$\operatorname{tr}(WW^\dagger)+\operatorname{tr}(CW^\dagger WC^\dagger)
=\operatorname{tr}(W^\dagger W)+\operatorname{tr}(C^\dagger CW^\dagger W)
=2\operatorname{tr}(W^\dagger W).$$

In Lean, `hW` and `hW'` are the two orthogonality relations and `hsq` is the expanded square. The tactic `generalize` replaces the full expression for the virtual part by the letter `W`, since only its orthogonality to $C$ is needed from there on. The final rewriting uses `Matrix.trace_mul_comm` for the cyclic permutations.

## Two orbitals in three basis functions

```lean
/-- Two occupied orbitals in a space of three basis functions. -/
def sampleOrbitals : Matrix (Fin 3) (Fin 2) ℝ := !![1, 0; 0, 1; 0, 0]
```

Lean numbers the entries of `Fin 3` as 0, 1, 2 and those of `Fin 2` as 0, 1. Orbital 0 is basis function 0, and orbital 1 is basis function 1. Basis function 2 is unoccupied:

$$C=\begin{pmatrix}1&0\\0&1\\0&0\end{pmatrix}.$$

```lean
/-- An orbital change that rotates the two orbitals and mixes the third function into one. -/
def sampleChange : Matrix (Fin 3) (Fin 2) ℝ := !![0, -1; 1, 0; 1, 0]
```

The change is

$$V=\begin{pmatrix}0&-1\\1&0\\1&0\end{pmatrix}.$$

Its upper two rows rotate the occupied orbitals into each other. The last row mixes basis function 2 into orbital 0.

```lean
/-- The sample orbitals are orthonormal, and the sample change preserves orthonormality to first
order while altering the density. -/
theorem sample_witness :
    sampleOrbitalsᴴ * sampleOrbitals = 1 ∧
      sampleOrbitalsᴴ * sampleChange + sampleChangeᴴ * sampleOrbitals = 0 ∧
      densityVariation sampleOrbitals sampleChange ≠ 0 := by
  refine ⟨?_, ?_, ?_⟩
  · ext i j
    fin_cases i <;> fin_cases j <;>
      simp [sampleOrbitals, Matrix.mul_apply, Fin.sum_univ_succ]
  · ext i j
    fin_cases i <;> fin_cases j <;>
      simp [sampleOrbitals, sampleChange, Matrix.mul_apply, Fin.sum_univ_succ]
  · intro h
    -- the entry coupling the third basis function to the first equals one
    have h1 : densityVariation sampleOrbitals sampleChange 2 0 = 1 := by
      simp only [densityVariation, Matrix.add_apply, Matrix.mul_apply,
        Matrix.conjTranspose_apply, Fin.sum_univ_two, star_trivial]
      have v0 : sampleChange 2 0 = 1 := rfl
      have v1 : sampleChange 2 1 = 0 := rfl
      have c0 : sampleOrbitals 0 0 = 1 := rfl
      have c1 : sampleOrbitals 2 0 = 0 := rfl
      have c2 : sampleOrbitals 2 1 = 0 := rfl
      rw [v0, v1, c0, c1, c2]
      ring
    rw [h] at h1
    simp at h1

end

end VerticalOrbitalDirections
```

The theorem joins three statements with `∧`, meaning "and": the orbitals are orthonormal, the change preserves orthonormality to first order, and the density nevertheless changes. Preserving orthonormality is therefore a weaker condition than keeping the density fixed.

By hand,

$$C^TV=\begin{pmatrix}0&-1\\1&0\end{pmatrix},\qquad
\delta P(V)=\begin{pmatrix}0&0&1\\0&0&0\\1&0&0\end{pmatrix}.$$

The first matrix is antisymmetric, which is the orthonormality condition on $V$. In the second, the rotation has cancelled and only the coupling between basis functions 0 and 2 remains. The virtual part $W$ has a single nonzero entry, $W_{20}=1$, so both sides of the trace formula equal 2.

For the first two statements, `fin_cases` runs through the matrix entries and `simp` evaluates each one. For the third, the proof supposes that $\delta P(V)=0$, computes $\delta P(V)_{20}=1$, and arrives at the contradiction $0=1$.

```lean
#print axioms VerticalOrbitalDirections.densityVariation_eq_zero_iff
#print axioms VerticalOrbitalDirections.real_vertical_iff
#print axioms VerticalOrbitalDirections.density_stationary_iff
#print axioms VerticalOrbitalDirections.trace_densityVariation_sq
```

```
'VerticalOrbitalDirections.densityVariation_eq_zero_iff' depends on axioms: [propext, Classical.choice, Quot.sound]
'VerticalOrbitalDirections.real_vertical_iff' depends on axioms: [propext, Classical.choice, Quot.sound]
'VerticalOrbitalDirections.density_stationary_iff' depends on axioms: [propext, Classical.choice, Quot.sound]
'VerticalOrbitalDirections.trace_densityVariation_sq' depends on axioms: [propext, Classical.choice, Quot.sound]
```
